# The inverse-square tail integral of a bounded measurable function, multiplied by its cutoff, tends to the function's limit at the origin

Let `f` be a measurable real function of a real variable `r`, with |f(r)| ≤ M for all r > 0 and f(r) → a as r tends to 0 from above. The lemma says that ε ∫ f(r)/r² dr, taken over r > ε, tends to a as the cutoff ε tends to 0 from above. If r is read as a distance, this gives the short-distance behaviour of an integral with inverse-square weight: for a ≠ 0 it grows like a/ε as the cutoff is removed. The attempt substitutes r = εt, which turns the expression into the integral of f(εt)/t² over t > 1, and then uses dominated convergence with the bound M/t² and the fact that 1/t² integrates to 1 there.

This version doesn't compile in Lean 4 with Mathlib:

```lean
import Mathlib

open MeasureTheory Filter Set Topology

namespace TailLimit

noncomputable section

/-- If `f` is measurable, bounded for `r > 0` and tends to `a` at the origin, then `ε` times the
integral of `f(r)/r^2` over `r > ε` tends to `a` as `ε` tends to 0 from above. -/
theorem tail_limit {f : ℝ → ℝ} {a M : ℝ} (hf : Measurable f)
    (hM : ∀ r, 0 < r → |f r| ≤ M) (h0 : Tendsto f (𝓝[>] 0) (𝓝 a)) :
    Tendsto (fun ε => ε * ∫ r in Ioi ε, f r / r ^ 2) (𝓝[>] 0) (𝓝 a) := by
  have hpow : EqOn (fun t : ℝ => t ^ (-2 : ℝ)) (fun t => 1 / t ^ 2) (Ioi 1) := by
    intro t ht
    have ht0 : 0 ≤ t := zero_le_one.trans (le_of_lt ht)
    show t ^ (-2 : ℝ) = 1 / t ^ 2
    rw [Real.rpow_neg ht0, Real.rpow_two, one_div]
  have hint : IntegrableOn (fun t : ℝ => 1 / t ^ 2) (Ioi 1) :=
    (integrableOn_Ioi_rpow_of_lt (by norm_num : (-2 : ℝ) < -1) one_pos).congr_fun
      hpow measurableSet_Ioi
  have h2 : ∫ t in Ioi (1 : ℝ), t ^ (-2 : ℝ) = 1 := by
    rw [integral_Ioi_rpow_of_lt (by norm_num) one_pos]
    norm_num
  have h1 : ∫ t in Ioi (1 : ℝ), 1 / t ^ 2 = 1 :=
    (setIntegral_congr_fun measurableSet_Ioi hpow).symm.trans h2
  -- dominated convergence in the scaled variable `t = r/ε`
  have hlim : Tendsto (fun ε => ∫ t in Ioi (1 : ℝ), f (ε * t) * (1 / t ^ 2)) (𝓝[>] 0)
      (𝓝 (∫ t in Ioi (1 : ℝ), a * (1 / t ^ 2))) := by
    apply tendsto_integral_filter_of_dominated_convergence (fun t => M * (1 / t ^ 2))
    · exact Eventually.of_forall fun ε =>
        (by fun_prop : Measurable fun t => f (ε * t) * (1 / t ^ 2)).aestronglyMeasurable
    · filter_upwards [self_mem_nhdsWithin] with ε hε
      filter_upwards [ae_restrict_mem measurableSet_Ioi] with t ht
      have hε0 : 0 < ε := hε
      have ht0 : 0 < t := zero_lt_one.trans ht
      rw [norm_mul, Real.norm_eq_abs, Real.norm_of_nonneg (by positivity : (0 : ℝ) ≤ 1 / t ^ 2)]
      exact mul_le_mul_of_nonneg_right (hM _ (by positivity)) (by positivity)
    · exact Integrable.const_mul hint M
    · filter_upwards [ae_restrict_mem measurableSet_Ioi] with t ht
      have ht0 : 0 < t := zero_lt_one.trans ht
      have hs : Tendsto (fun ε : ℝ => ε * t) (𝓝 0) (𝓝 0) :=
        Continuous.tendsto' (by fun_prop) 0 0 (by simp)
      have hs' : Tendsto (fun ε : ℝ => ε * t) (𝓝[>] 0) (𝓝[>] 0) := by
        refine tendsto_nhdsWithin_iff.mpr ⟨hs.mono_left nhdsWithin_le_nhds, ?_⟩
        filter_upwards [self_mem_nhdsWithin] with ε hε
        exact mul_pos hε ht0
      exact (h0.comp hs').mul_const _
  rw [integral_const_mul, h1, mul_one] at hlim
  refine hlim.congr' ?_
  filter_upwards [self_mem_nhdsWithin] with ε hε
  have hε0 : 0 < ε := hε
  -- the substitution `r = ε t`
  have h := integral_comp_mul_left_Ioi (fun r => f r / r ^ 2) 1 hε0
  simp only [mul_one, smul_eq_mul] at h
  have h' : ∫ r in Ioi ε, f r / r ^ 2 = ε * ∫ t in Ioi (1 : ℝ), f (ε * t) / (ε * t) ^ 2 := by
    rw [h, mul_inv_cancel_left₀ hε0.ne']
  rw [h', ← integral_const_mul, ← integral_const_mul]
  refine setIntegral_congr_fun measurableSet_Ioi fun t ht => ?_
  have ht0 : t ≠ 0 := (zero_lt_one.trans ht).ne'
  dsimp only
  field_simp

end

end TailLimit
```

The error:

```
Main.lean:61:2: error: `dsimp` made no progress
```

Cause. The message "`dsimp` made no progress" means that `dsimp only` found nothing to simplify in the goal, which Lean treats as an error. The mathematics is not at fault.

The step comes after `setIntegral_congr_fun` has reduced the equality of two integrals to an equality of their integrands at a point `t` of the range. One might expect each side to appear there as a `fun` expression applied to `t`, which `dsimp only` would reduce by putting `t` in for the variable. But Lean had already carried out that reduction when it filled in the two functions in the new goal, so `dsimp only` had nothing left to do.

The repair deletes the line. `field_simp` then works directly on the equality of the integrands and proves it, using the facts in context that `ε` is positive and `t` is nonzero.

This version goes through:

```diff
@@ -59,5 +59,4 @@
   refine setIntegral_congr_fun measurableSet_Ioi fun t ht => ?_
   have ht0 : t ≠ 0 := (zero_lt_one.trans ht).ne'
-  dsimp only
   field_simp
 
```
